# Anderson mixing with a fixed Euclidean norm is not invariant under changes of units

A change of units is modelled here as multiplying each component of a vector by its own nonzero factor, while the norm that Anderson mixing minimises remains the plain sum of squares of the numerical components. With that choice, rescaling one component of a two-component problem can change the mixing coefficients and also the next iterate.

```lean
import Mathlib

open Finset

namespace AndersonScaling

noncomputable section

variable {ι n : Type*} [Fintype ι] [Fintype n]

/-- The squared Euclidean norm of a vector of components. -/
def sqNorm (v : n → ℝ) : ℝ := ∑ a, v a ^ 2

/-- The linear combination of the vectors `r i` with coefficients `c i`. -/
def mix (c : ι → ℝ) (r : ι → n → ℝ) : n → ℝ := fun a => ∑ i, c i * r i a

/-- A change of units: component `a` is multiplied by `w a`. -/
def rescale (w v : n → ℝ) : n → ℝ := fun a => w a * v a

/-- Anderson coefficients: they sum to one and minimise the norm of the mixed residual. -/
def IsAndersonCoeff (r : ι → n → ℝ) (c : ι → ℝ) : Prop :=
  ∑ i, c i = 1 ∧ ∀ d : ι → ℝ, ∑ i, d i = 1 → sqNorm (mix c r) ≤ sqNorm (mix d r)

/-- The unit residuals (1,0,...), (0,1,...), ... expressed in the units `w`. -/
def unitResiduals [DecidableEq n] (w : n → ℝ) : n → n → ℝ :=
  fun i => rescale w (Pi.single i 1)

/-- Coefficients proportional to the inverse squares of the scales, with sum-one normalisation. -/
def inverseSquare (w : n → ℝ) : n → ℝ := fun i => (w i ^ 2)⁻¹ / ∑ j, (w j ^ 2)⁻¹

/-- The squared norm of a mixture of rescaled unit residuals is a weighted sum of squares. -/
theorem sqNorm_mix_unit [DecidableEq n] (w d : n → ℝ) :
    sqNorm (mix d (unitResiduals w)) = ∑ i, w i ^ 2 * d i ^ 2 := by
  unfold sqNorm mix unitResiduals rescale
  refine Finset.sum_congr rfl fun a _ => ?_
  have h : ∑ i, d i * (w a * (Pi.single i (1 : ℝ) : n → ℝ) a) = d a * w a := by
    simp [Pi.single_apply]
  rw [h]
  ring

/-- If `w i ^ 2 * c i` is the same for all `i`, the weighted sum of squares at any other sum-one
`d` exceeds that at `c` by the weighted square of the deviation. -/
theorem weighted_excess (w c d : n → ℝ) (μ : ℝ) (h : ∀ i, w i ^ 2 * c i = μ)
    (hc : ∑ i, c i = 1) (hd : ∑ i, d i = 1) :
    ∑ i, w i ^ 2 * d i ^ 2 =
      ∑ i, w i ^ 2 * c i ^ 2 + ∑ i, w i ^ 2 * (d i - c i) ^ 2 := by
  -- the cross term vanishes because both coefficient vectors sum to one
  have h0 : ∑ i, 2 * μ * (d i - c i) = 0 := by
    rw [← Finset.mul_sum, Finset.sum_sub_distrib, hc, hd]
    ring
  rw [← Finset.sum_add_distrib, ← add_zero (∑ i, (_ + _)), ← h0, ← Finset.sum_add_distrib]
  refine Finset.sum_congr rfl fun i _ => ?_
  linear_combination 2 * (d i - c i) * h i

/-- For unit residuals in nonzero units `w`, the Anderson coefficients are unique and
proportional to the inverse squares of the scales. -/
theorem unit_coeff_iff [DecidableEq n] [Nonempty n] (w c : n → ℝ) (hw : ∀ i, w i ≠ 0) :
    IsAndersonCoeff (unitResiduals w) c ↔ c = inverseSquare w := by
  have hS : 0 < ∑ j, (w j ^ 2)⁻¹ :=
    Finset.sum_pos (fun i _ => by have := hw i; positivity) Finset.univ_nonempty
  have hμ : ∀ i, w i ^ 2 * inverseSquare w i = 1 / ∑ j, (w j ^ 2)⁻¹ := fun i => by
    unfold inverseSquare
    rw [← mul_div_assoc, mul_inv_cancel₀ (pow_ne_zero 2 (hw i))]
  have hsum : ∑ i, inverseSquare w i = 1 := by
    unfold inverseSquare
    rw [← Finset.sum_div, div_self hS.ne']
  simp only [IsAndersonCoeff, sqNorm_mix_unit]
  constructor
  · rintro ⟨hc, hmin⟩
    have h1 := hmin _ hsum
    have h2 := weighted_excess w _ c _ hμ hsum hc
    funext i
    by_contra hne
    -- a single deviating coefficient would raise the norm strictly
    have h3 : w i ^ 2 * (c i - inverseSquare w i) ^ 2 ≤
        ∑ j, w j ^ 2 * (c j - inverseSquare w j) ^ 2 :=
      Finset.single_le_sum (f := fun j => w j ^ 2 * (c j - inverseSquare w j) ^ 2)
        (fun j _ => by positivity) (Finset.mem_univ i)
    have h4 : 0 < w i ^ 2 * (c i - inverseSquare w i) ^ 2 :=
      lt_of_le_of_ne (by positivity) (Ne.symm (mul_ne_zero (pow_ne_zero 2 (hw i))
        (pow_ne_zero 2 (sub_ne_zero.2 hne))))
    linarith
  · rintro rfl
    refine ⟨hsum, fun d hd => ?_⟩
    rw [weighted_excess w _ d _ hμ hsum hd]
    exact le_add_of_nonneg_right (Finset.sum_nonneg fun i _ => by positivity)

/-- Every strictly positive sum-one coefficient vector is the Anderson solution for the unit
residuals in some choice of positive units. -/
theorem every_positive_coeff_occurs [DecidableEq n] (c : n → ℝ) (hp : ∀ i, 0 < c i)
    (hc : ∑ i, c i = 1) :
    ∃ w : n → ℝ, (∀ i, 0 < w i) ∧ IsAndersonCoeff (unitResiduals w) c := by
  rcases isEmpty_or_nonempty n with hn | hn
  · simp at hc
  have hw : ∀ i, 0 < Real.sqrt (c i)⁻¹ := fun i => Real.sqrt_pos.2 (inv_pos.2 (hp i))
  have e : ∀ i, (Real.sqrt (c i)⁻¹ ^ 2)⁻¹ = c i := fun i => by
    rw [Real.sq_sqrt (inv_nonneg.2 (hp i).le), inv_inv]
  refine ⟨fun i => Real.sqrt (c i)⁻¹, hw, ?_⟩
  rw [unit_coeff_iff _ _ fun i => (hw i).ne']
  funext i
  simp only [inverseSquare, e, hc, div_one]

/-- For residuals (1,0) and (0,1) with the second component scaled by `t`, the Anderson
coefficients are exactly `t²/(1+t²)` and `1/(1+t²)`. -/
theorem two_coeff_iff (t : ℝ) (c : Fin 2 → ℝ) :
    IsAndersonCoeff (unitResiduals ![1, t]) c ↔
      c 0 = t ^ 2 / (1 + t ^ 2) ∧ c 1 = 1 / (1 + t ^ 2) := by
  have hp : 1 + t ^ 2 ≠ 0 := by positivity
  have hs : t ^ 2 / (1 + t ^ 2) + 1 / (1 + t ^ 2) = 1 := by
    rw [← add_div, div_eq_one_iff_eq hp]
    ring
  have ha : t ^ 2 / (1 + t ^ 2) = t ^ 2 * (1 / (1 + t ^ 2)) := by ring
  simp only [IsAndersonCoeff, sqNorm_mix_unit, Fin.sum_univ_two, Matrix.cons_val_zero,
    Matrix.cons_val_one, one_pow, one_mul]
  generalize t ^ 2 / (1 + t ^ 2) = a at *
  generalize 1 / (1 + t ^ 2) = b at *
  -- complete the square on the line of sum-one coefficients
  have key : ∀ x y : ℝ, x + y = 1 →
      x ^ 2 + t ^ 2 * y ^ 2 = a ^ 2 + t ^ 2 * b ^ 2 + (1 + t ^ 2) * (x - a) ^ 2 := by
    intro x y hxy
    obtain rfl : y = a + b - x := by linarith
    linear_combination 2 * (x - a) * ha
  constructor
  · rintro ⟨hc, hmin⟩
    have h1 := hmin ![a, b] hs
    simp only [Matrix.cons_val_zero, Matrix.cons_val_one] at h1
    have h2 := key _ _ hc
    have h3 : (c 0 - a) ^ 2 = 0 := by
      nlinarith [sq_nonneg (c 0 - a), mul_nonneg (sq_nonneg t) (sq_nonneg (c 0 - a))]
    have h4 : c 0 - a = 0 := pow_eq_zero_iff (two_ne_zero) |>.1 h3
    constructor <;> linarith
  · rintro ⟨h0, h1⟩
    rw [h0, h1]
    refine ⟨hs, fun d hd => ?_⟩
    rw [key _ _ hd]
    exact le_add_of_nonneg_right (by positivity)

/-- Every first coefficient `a` strictly between 0 and 1 occurs for some positive scale of the
second component. -/
theorem every_first_coeff_occurs (a : ℝ) (h0 : 0 < a) (h1 : a < 1) :
    ∃ t : ℝ, 0 < t ∧ IsAndersonCoeff (unitResiduals ![1, t]) ![a, 1 - a] := by
  have hb : 0 < 1 - a := by linarith
  have hq : 0 < a / (1 - a) := div_pos h0 hb
  obtain ⟨t, ht, h⟩ : ∃ t : ℝ, 0 < t ∧ t ^ 2 * (1 - a) = a :=
    ⟨Real.sqrt (a / (1 - a)), Real.sqrt_pos.2 hq, by
      rw [Real.sq_sqrt hq.le, div_mul_cancel₀ _ hb.ne']⟩
  refine ⟨t, ht, (two_coeff_iff t _).2 ⟨?_, ?_⟩⟩
  · show a = _
    rw [eq_div_iff (by positivity)]
    linear_combination -h
  · show 1 - a = _
    rw [eq_div_iff (by positivity)]
    linear_combination h

/-- Multiplying all components by one common nonzero factor leaves the Anderson coefficients of
any residuals unchanged. -/
theorem common_scale_invariant (r : ι → n → ℝ) (c : ι → ℝ) (s : ℝ) (hs : s ≠ 0) :
    IsAndersonCoeff (fun i => rescale (fun _ => s) (r i)) c ↔ IsAndersonCoeff r c := by
  have h : ∀ d : ι → ℝ, sqNorm (mix d (fun i => rescale (fun _ => s) (r i))) =
      s ^ 2 * sqNorm (mix d r) := by
    intro d
    unfold sqNorm mix rescale
    rw [Finset.mul_sum]
    refine Finset.sum_congr rfl fun a _ => ?_
    rw [← mul_pow, Finset.mul_sum]
    congr 1
    exact Finset.sum_congr rfl fun i _ => by ring
  have hp : 0 < s ^ 2 := by positivity
  simp only [IsAndersonCoeff, h]
  exact ⟨fun H => ⟨H.1, fun d hd => le_of_mul_le_mul_left (H.2 d hd) hp⟩,
    fun H => ⟨H.1, fun d hd => mul_le_mul_of_nonneg_left (H.2 d hd) hp.le⟩⟩

/-- `z` is an Anderson step for the fixed-point map `G` from the history `x`. -/
def IsAndersonStep (G : (n → ℝ) → n → ℝ) (x : ι → n → ℝ) (z : n → ℝ) : Prop :=
  ∃ c, IsAndersonCoeff (fun i => G (x i) - x i) c ∧ z = mix c (fun i => G (x i))

/-- The fixed-point map `G` expressed in the units `w`. -/
def inUnits (w : n → ℝ) (G : (n → ℝ) → n → ℝ) : (n → ℝ) → n → ℝ :=
  fun y => rescale w (G (rescale (fun a => (w a)⁻¹) y))

/-- The fixed-point map `(x, y) ↦ (1, x)`. -/
def modelMap (x : Fin 2 → ℝ) : Fin 2 → ℝ := ![1, x 0]

/-- The origin followed by its image under the model map. -/
def history : Fin 2 → Fin 2 → ℝ := ![0, modelMap 0]

/-- The Anderson step of the model map, computed with the second component scaled by `t ≠ 0` and
expressed in the original units, is `(1, 1/(1+t²))`. -/
theorem step_in_units (t : ℝ) (ht : t ≠ 0) (z : Fin 2 → ℝ) :
    IsAndersonStep (inUnits ![1, t] modelMap) (fun i => rescale ![1, t] (history i))
      (rescale ![1, t] z) ↔ z = ![1, 1 / (1 + t ^ 2)] := by
  have hG : ∀ i, inUnits ![1, t] modelMap (rescale ![1, t] (history i)) =
      rescale ![1, t] (modelMap (history i)) := by
    intro i
    funext a
    fin_cases i <;> fin_cases a <;> simp [inUnits, rescale, modelMap, history]
  -- the residuals (1,0) and (0,1) become (1,0) and (0,t) in the new units
  have hr : (fun i => rescale ![1, t] (modelMap (history i)) - rescale ![1, t] (history i)) =
      unitResiduals ![1, t] := by
    funext i a
    fin_cases i <;> fin_cases a <;> simp [unitResiduals, rescale, modelMap, history]
  have hm : ∀ c : Fin 2 → ℝ, mix c (fun i => rescale ![1, t] (modelMap (history i))) =
      rescale ![1, t] ![c 0 + c 1, c 1] := by
    intro c
    funext a
    fin_cases a <;> simp [mix, rescale, modelMap, history, Fin.sum_univ_two, mul_comm]
  have hs : t ^ 2 / (1 + t ^ 2) + 1 / (1 + t ^ 2) = 1 := by
    rw [← add_div, div_eq_one_iff_eq (by positivity)]
    ring
  simp only [IsAndersonStep, hG, hr, hm, two_coeff_iff]
  constructor
  · rintro ⟨c, ⟨h0, h1⟩, hz⟩
    rw [h0, h1, hs] at hz
    funext a
    have h := congrFun hz a
    refine mul_left_cancel₀ ?_ h
    fin_cases a
    · exact one_ne_zero
    · exact ht
  · rintro rfl
    refine ⟨![t ^ 2 / (1 + t ^ 2), 1 / (1 + t ^ 2)], ⟨rfl, rfl⟩, ?_⟩
    show _ = rescale ![1, t] ![t ^ 2 / (1 + t ^ 2) + 1 / (1 + t ^ 2), 1 / (1 + t ^ 2)]
    rw [hs]

/-- Anderson mixing is not invariant under changes of units: `(1, 1/2)` is an Anderson step of the
model map in the original units, but not in units with the second component scaled by a positive `t
≠ 1`. -/
theorem anderson_not_invariant (t : ℝ) (ht : 0 < t) (ht1 : t ≠ 1) :
    IsAndersonStep modelMap history ![1, 1 / 2] ∧
      ¬ IsAndersonStep (inUnits ![1, t] modelMap) (fun i => rescale ![1, t] (history i))
        (rescale ![1, t] ![1, 1 / 2]) := by
  constructor
  · have h1 : ∀ v : Fin 2 → ℝ, rescale ![1, 1] v = v := by
      intro v
      funext a
      fin_cases a <;> simp [rescale]
    have h2 : inUnits ![1, 1] modelMap = modelMap := by
      funext y a
      fin_cases a <;> simp [inUnits, rescale, modelMap]
    have h := (step_in_units 1 one_ne_zero ![1, 1 / 2]).2 (by norm_num)
    simp only [h1, h2] at h
    exact h
  · rw [step_in_units t ht.ne']
    intro h
    have e : (1 : ℝ) / 2 = 1 / (1 + t ^ 2) := congrFun h 1
    rw [div_eq_div_iff two_ne_zero (by positivity)] at e
    have h3 : (t - 1) * (t + 1) = 0 := by linear_combination e
    rcases mul_eq_zero.1 h3 with h4 | h4
    · exact ht1 (by linarith)
    · linarith

end

end AndersonScaling
```

```lean
#print axioms AndersonScaling.every_positive_coeff_occurs
#print axioms AndersonScaling.every_first_coeff_occurs
#print axioms AndersonScaling.common_scale_invariant
#print axioms AndersonScaling.anderson_not_invariant
```

```
'AndersonScaling.every_positive_coeff_occurs' depends on axioms: [propext, Classical.choice, Quot.sound]
'AndersonScaling.every_first_coeff_occurs' depends on axioms: [propext, Classical.choice, Quot.sound]
'AndersonScaling.common_scale_invariant' depends on axioms: [propext, Classical.choice, Quot.sound]
'AndersonScaling.anderson_not_invariant' depends on axioms: [propext, Classical.choice, Quot.sound]
```

## Coefficients, units and steps

A fixed-point iteration seeks x with G(x) = x. For a history of vectors xᵢ, the residuals are rᵢ = G(xᵢ) − xᵢ. Anderson mixing chooses real coefficients cᵢ that sum to one and make the mixed residual ∑ᵢ cᵢ rᵢ as short as possible. The predicate `IsAndersonCoeff r c` says exactly this: `c` sums to one, and no other sum-one vector `d` gives a smaller `sqNorm (mix d r)`. Coefficients may be negative. The index type `ι` labels history entries and `n` labels components; both are finite.

The function `rescale w` multiplies component a by wₐ. The vectors `unitResiduals w` are the unit vectors (1,0,…), (0,1,…), … after this rescaling, so there are as many residuals as components. For `![1, t]` they are (1,0) and (0,t), and `two_coeff_iff` states that c is a vector of Anderson coefficients for them if and only if

c₀ = t²/(1+t²), c₁ = 1/(1+t²).

This covers existence and uniqueness together, for every real t. The theorem `every_first_coeff_occurs` adds that each number strictly between 0 and 1 is the first coefficient for some t > 0.

In any nonzero finite dimension, `unit_coeff_iff` gives the unique coefficients for nonzero scales: they are proportional to 1/wᵢ². Conversely, `every_positive_coeff_occurs` says that every strictly positive sum-one vector arises from some positive scales. By contrast, `common_scale_invariant` shows that one nonzero factor shared by all components has no effect on the coefficients, whatever the residuals are.

An Anderson step, `IsAndersonStep G x z`, is z = ∑ᵢ cᵢ G(xᵢ) for some Anderson coefficients c. This is the undamped form. To compare steps fairly, the map must be converted along with the history. If W denotes multiplication by the scales w, `inUnits w G` is the converted map W G W⁻¹: return to the original units, apply G, and convert the result.

The final theorem, `anderson_not_invariant`, takes positive t ≠ 1 and an explicit map and history. The vector (1, 1/2) is an Anderson step in the original units, but its converted form is not an Anderson step of the converted problem.

## What this means for mixed physical quantities

In a self-consistent calculation, one vector may hold quantities of different kinds, such as a charge density and a magnetisation. The two-component affine model shows that their relative numerical scale can affect an undamped Anderson step, even when the underlying iteration is the same.

The effect depends on keeping the numerical norm fixed. If the norm were converted too, by dividing each component by its factor before squaring, the minimisation would be the original one. The model contains no damping or regularisation, and it compares a single step, not rates of convergence.

## Completing the square

For unit residuals in units w, component i of the mixed residual is wᵢdᵢ. The quantity to minimise is therefore

∑ᵢ wᵢ² dᵢ², subject to ∑ᵢ dᵢ = 1.

Let S = ∑ⱼ 1/wⱼ² and cᵢ = 1/(wᵢ² S). These cᵢ sum to one, and wᵢ²cᵢ has the same value μ = 1/S for every i. Write dᵢ = cᵢ + eᵢ, where ∑ᵢ eᵢ = 0. Then

∑ᵢ wᵢ² dᵢ² = ∑ᵢ wᵢ² cᵢ² + 2μ ∑ᵢ eᵢ + ∑ᵢ wᵢ² eᵢ²
= ∑ᵢ wᵢ² cᵢ² + ∑ᵢ wᵢ² eᵢ².

The last sum is non-negative and, since no wᵢ is zero, vanishes only when every eᵢ does. Hence c is the unique minimiser. To obtain a prescribed positive sum-one vector c, take wᵢ = 1/√cᵢ; then S = ∑ᵢ cᵢ = 1, and the formula returns c.

For scales (1,t), put a = t²/(1+t²) and b = 1/(1+t²), so that a + b = 1 and a = t²b. If x + y = 1, write x = a + e and y = b − e. The terms linear in e cancel because a = t²b, leaving

x² + t²y² = a² + t²b² + (1+t²)e².

The minimum is at e = 0. A prescribed first coefficient a in (0,1) requires t² = a/(1−a), so t = √(a/(1−a)) works.

A common nonzero factor s multiplies every squared norm by s². Since s² > 0, the ordering of the candidates, and hence the set of minimisers, stays the same.

**Numerical instance.** For t = 2 the coefficients are (4/5, 1/5). The mixed residual is (4/5, 2/5), with squared norm 4/5. Equal coefficients would give (1/2, 1), with squared norm 5/4. The difference, 9/20, agrees with (1+t²)e² = 5·(3/10)².

**Limiting cases.** At t = 0, which is no longer a change of units, the second residual is zero and the coefficients are (0,1). As t grows without bound they approach (1,0). With only one component and one residual, the sum condition alone forces the coefficient to be 1.

## From coefficients to a different iterate

The map `modelMap` is G(x,y) = (1,x). The history consists of the origin and its image:

x₀ = (0,0), G(x₀) = (1,0), r₀ = (1,0);
x₁ = (1,0), G(x₁) = (1,1), r₁ = (0,1).

In the new units the converted map sends Wxᵢ to WG(xᵢ), so the residuals become Wrᵢ, namely (1,0) and (0,t). The step, expressed in the original units, is

z = c₀(1,0) + c₁(1,1) = (c₀+c₁, c₁) = (1, 1/(1+t²)).

For t = 1 this is (1, 1/2); for t = 2 it is (1, 1/5). Equality with the original step would require 1+t² = 2, which for positive t means t = 1.

## How the Lean proof follows the calculation

The lemma `sqNorm_mix_unit` reduces the norm to the weighted sum of squares. `weighted_excess` is the completed square: its `h0` is the vanishing cross term, and `linear_combination` checks the remaining identity term by term. In `unit_coeff_iff`, minimality is compared with this identity. If one coefficient deviated, its strictly positive term would be bounded by the whole excess through `Finset.single_le_sum`, and `linarith` finds the contradiction. The theorem `every_positive_coeff_occurs` then substitutes the scales 1/√cᵢ.

The two-component theorem has its own proof, which also admits t = 0. Its statement `key` is the square completed along the line x + y = 1. Minimality forces (c₀−a)² = 0, and the sum condition then fixes c₁. `every_first_coeff_occurs` supplies the square root found above, while `common_scale_invariant` factors s² out of the norm and cancels it in the inequalities.

In `step_in_units`, `hG` converts the map values, `hr` identifies the residuals, and `hm` computes the mixture (c₀+c₁, c₁). The condition t ≠ 0 allows the scale to be cancelled from the second component. Finally, `anderson_not_invariant` obtains the original step by setting t = 1. For the other half, it turns the supposed equality of second components into (t−1)(t+1) = 0, which is impossible for positive t ≠ 1.
